# A local orbital that gains nothing alone can lower the energy beside another: a three-orbital chain

## Can I discard a candidate after it fails by itself?

I judge a basis by one number: the lowest eigenvalue of the Hamiltonian restricted to the chosen orbitals, which I take to be orthonormal. To decide which local orbitals to add to an LAPW basis, I add each candidate separately to the same starting set and keep those that lower this number. One candidate changes it by exactly zero. Can I strike that orbital off the list for good, or could it still matter after I have accepted another one?

## It can still matter, because coupling may pass through the other orbital

It could still matter, and three orbitals are enough to show it. Number them 0, 1, 2. Orbital 0 is the starting set, and 1 and 2 are the candidates. Let all three have the same on-site energy $e$, let $a$ be the real coupling between 0 and 1, let $b$ be the real coupling between 1 and 2, and let 0 and 2 have no direct coupling:

$$H=\begin{pmatrix} e&a&0\\ a&e&b\\ 0&b&e\end{pmatrix}.$$

The lowest energies are

| Basis | Lowest energy |
|---|---|
| $\{0\}$ | $e$ |
| $\{0,2\}$ | $e$ |
| $\{0,1\}$ | $e-\lvert a\rvert$ |
| $\{0,1,2\}$ | $e-\sqrt{a^2+b^2}$ |

Your test gives orbital 2 a gain of zero. Beside orbital 1 its gain is $\sqrt{a^2+b^2}-|a|$, which is positive exactly when $b\neq0$. For $e=0$ and $a=b=1$ the four energies are $0,0,-1,-\sqrt2$.

### The four energies by hand

For a set $S$ of orbitals, the restricted problem asks for a nonzero coefficient vector $c$ that vanishes outside $S$ and satisfies $(Hc)_i=x\,c_i$ for every $i\in S$. Multiplying by $c_i$ and summing gives $c\cdot Hc=x\,c\cdot c$. If a number $E$ satisfies $E\,c\cdot c\le c\cdot Hc$ for all vectors supported on $S$, then $E\le x$, since $c\cdot c>0$. An eigenvalue $E$ with this property is therefore the lowest one.

**Orbital 0 alone.** Here $c\cdot Hc=e\,c_0^2$, so the energy is $e$.

**Orbitals 0 and 2.** Row 2 of the restricted problem reads $e\,c_2=x\,c_2$. If $c_2\neq0$, then $x=e$. If $c_2=0$, the problem is that of orbital 0 alone, and again $x=e$.

**Orbitals 0 and 1.** Choose $s=\pm1$ with $|a|=sa$. The normalised vector $(1,-s,0)/\sqrt2$ solves rows 0 and 1 with eigenvalue $e-|a|$: up to the factor $1/\sqrt2$, row 0 gives $e-sa$, and row 1 gives $a-es=-s(e-sa)$. For any $c$ with $c_2=0$,

$$c\cdot Hc-(e-|a|)\,c\cdot c=|a|(c_0^2+c_1^2)+2a\,c_0c_1=|a|(c_0+s\,c_1)^2\ge0 .$$

Row 2 of $Hc$ for the unnormalised vector $(1,-s,0)$ is $-sb$. The restricted problem ignores that row, but when $b\neq0$ it shows that the state couples to orbital 2.

**All three.** Put $r=\sqrt{a^2+b^2}$. If $r=0$, then $H$ is $e$ times the identity and the energy is $e$. If $r>0$, the normalised vector $(a,-r,b)/(\sqrt2\,r)$ is an eigenvector with eigenvalue $e-r$. Without the prefactor, the rows give $(e-r)a$, then $a^2+b^2-er=(e-r)(-r)$, then $(e-r)b$. For the lower bound, multiply the excess energy by $r$ and use $r^2=a^2+b^2$:

$$r\bigl[c\cdot Hc-(e-r)\,c\cdot c\bigr]=(r\,c_1+a\,c_0+b\,c_2)^2+(b\,c_0-a\,c_2)^2\ge0 .$$

### What this means for your test

In this non-interacting three-orbital model with $a\ne0$ and $b\neq0$, a second round of tests that starts from $\{0,1\}$ would find orbital 2. If $a=0$ and $b\neq0$, neither candidate gains anything beside orbital 0, yet the two together lower the energy by $|b|$; the new lowest state then lies entirely on orbitals 1 and 2.

For a given $b$ the gain of orbital 2 beside orbital 1 is at most $|b|$, but the model sets no limit on $b$, so the missed gain can have any size. With $e=0$, $a=1$ and $b=\sqrt{G^2+2G}$ for some $G\ge0$, we have $a^2+b^2=(1+G)^2$, so the four energies are $0,0,-1,-1-G$.

### The statements in Lean

`IsRitzValue H S E` is the restricted eigenvalue problem above: `S` is a finite set of orbitals, `c` is a nonzero real coefficient vector that vanishes outside `S`, and only the rows in `S` have to be solved. `IsLowestEnergy H S E` says that `E` is the least such value. `chain e a b` is the matrix above, and `Finset.univ` is the full basis.

The theorem `one_at_a_time_test_fails` takes any four numbers that are the lowest energies of the four bases. It concludes that `E₀₂ = E₀`, and that `E₀₁₂ < E₀₁` holds if and only if `b ≠ 0`. The couplings may have either sign or vanish. `unit_chain_energies` gives the numerical case, and `missed_gain_arbitrary` gives the family with gain `G`.

`no_gain_of_uncoupled` applies to any finite number of orbitals. It says that a new orbital `k` leaves the lowest energy `E` of `S` unchanged if the entries `H k i` of its row vanish for all `i` in `S` and its on-site energy satisfies `E ≤ H k k`. The second condition excludes an uncoupled orbital that lies below `E` and would itself become the lowest state.

The model is narrower than an LAPW calculation. The overlap matrix is the identity, whereas LAPW functions and local orbitals generally overlap and lead to a generalised eigenvalue problem. The equal on-site energies and the missing 0–2 coupling are assumed, not derived from a crystal potential. The quantity tested is one lowest eigenvalue of a fixed Hamiltonian, not a self-consistent total energy.

```lean
import Mathlib

open Matrix

namespace LocalOrbitalConvergence

/-- `E` is an eigenvalue of the secular problem of `H` restricted to the orbitals in `S`:
some nonzero coefficient vector supported on `S` solves the rows belonging to `S`. -/
def IsRitzValue {n : Type*} [Fintype n] (H : Matrix n n ℝ) (S : Finset n) (E : ℝ) : Prop :=
  ∃ c : n → ℝ, c ≠ 0 ∧ (∀ i, i ∉ S → c i = 0) ∧ ∀ i ∈ S, (H *ᵥ c) i = E * c i

/-- `E` is the lowest eigenvalue of `H` restricted to the orbitals in `S`. -/
def IsLowestEnergy {n : Type*} [Fintype n] (H : Matrix n n ℝ) (S : Finset n) (E : ℝ) : Prop :=
  IsLeast {x | IsRitzValue H S x} E

/-- The Hamiltonian of three orthonormal orbitals, numbered 0, 1, 2, with common on-site
energy `e`, coupling `a` between 0 and 1, and coupling `b` between 1 and 2. -/
def chain (e a b : ℝ) : Matrix (Fin 3) (Fin 3) ℝ :=
  !![e, a, 0; a, e, b; 0, b, e]

/-- A restricted eigenvalue `E` that satisfies `E * (c ⬝ᵥ c) ≤ c ⬝ᵥ H *ᵥ c` for all vectors `c`
supported on `S` is the lowest energy in the basis `S`. -/
theorem isLowestEnergy_of_bound {n : Type*} [Fintype n] {H : Matrix n n ℝ} {S : Finset n}
    {E : ℝ} (hE : IsRitzValue H S E)
    (hb : ∀ c : n → ℝ, (∀ i, i ∉ S → c i = 0) → E * (c ⬝ᵥ c) ≤ c ⬝ᵥ H *ᵥ c) :
    IsLowestEnergy H S E := by
  refine ⟨hE, ?_⟩
  rintro x ⟨c, hc, hs, he⟩
  -- the energy form at an eigenvector is the eigenvalue times the squared norm
  have h1 : c ⬝ᵥ H *ᵥ c = x * (c ⬝ᵥ c) := by
    simp only [dotProduct, Finset.mul_sum]
    apply Finset.sum_congr rfl
    intro i _
    by_cases hi : i ∈ S
    · rw [he i hi]; ring
    · rw [hs i hi]; ring
  have hpos : 0 < c ⬝ᵥ c := by
    obtain ⟨i, hi⟩ := Function.ne_iff.mp hc
    change 0 < ∑ j, c j * c j
    exact Finset.sum_pos' (fun j _ => mul_self_nonneg (c j))
      ⟨i, Finset.mem_univ i, mul_self_pos.mpr hi⟩
  have h2 := hb c hs
  rw [h1] at h2
  exact le_of_mul_le_mul_right h2 hpos

/-- Adding an orbital `k` that has no coupling to the orbitals in `S`, and whose on-site energy
is not below the lowest energy of `S`, leaves the lowest energy unchanged. -/
theorem no_gain_of_uncoupled {n : Type*} [Fintype n] [DecidableEq n] {H : Matrix n n ℝ}
    {S : Finset n} {E : ℝ} {k : n} (hE : IsLowestEnergy H S E) (hk : k ∉ S)
    (h0 : ∀ i ∈ S, H k i = 0) (hkk : E ≤ H k k) :
    IsLowestEnergy H (insert k S) E := by
  -- the new row of the secular problem contains only the on-site term
  have hrow : ∀ c : n → ℝ, (∀ i, i ∉ insert k S → c i = 0) →
      (H *ᵥ c) k = H k k * c k := by
    intro c hc
    change ∑ i, H k i * c i = _
    refine Finset.sum_eq_single k (fun i _ hik => ?_)
      (fun h => absurd (Finset.mem_univ k) h)
    by_cases hi : i ∈ S
    · rw [h0 i hi, zero_mul]
    · rw [hc i (by simp [hik, hi]), mul_zero]
  obtain ⟨⟨c, hc, hs, he⟩, hmin⟩ := hE
  have hs' : ∀ i, i ∉ insert k S → c i = 0 :=
    fun i hi => hs i (fun h => hi (Finset.mem_insert_of_mem h))
  refine ⟨⟨c, hc, hs', ?_⟩, ?_⟩
  · intro i hi
    rcases Finset.mem_insert.mp hi with h | h
    · rw [h, hrow c hs', hs k hk, mul_zero, mul_zero]
    · exact he i h
  · rintro x ⟨d, hd, hds, hde⟩
    by_cases hdk : d k = 0
    · refine hmin ⟨d, hd, fun i hi => ?_, fun i hi => hde i (Finset.mem_insert_of_mem hi)⟩
      by_cases h : i = k
      · rw [h]; exact hdk
      · exact hds i (by simp [h, hi])
    · have h := hde k (Finset.mem_insert_self k S)
      rw [hrow d hds] at h
      have hx := mul_right_cancel₀ hdk h
      linarith

/-- The action of the chain Hamiltonian on a coefficient vector. -/
theorem chain_mulVec (e a b : ℝ) (c : Fin 3 → ℝ) :
    chain e a b *ᵥ c =
      ![e * c 0 + a * c 1, a * c 0 + e * c 1 + b * c 2, b * c 1 + e * c 2] := by
  ext i
  fin_cases i <;> simp [chain, Matrix.mulVec, dotProduct, Fin.sum_univ_three]

/-- In the chain, orbital 0 alone has lowest energy `e`, and so has the basis of
orbitals 0 and 2. -/
theorem chain_lowest_without_middle (e a b : ℝ) :
    IsLowestEnergy (chain e a b) {0} e ∧ IsLowestEnergy (chain e a b) {0, 2} e := by
  have h : IsLowestEnergy (chain e a b) {0} e := by
    refine isLowestEnergy_of_bound ⟨![1, 0, 0], fun h => by simpa using congrFun h 0, ?_, ?_⟩ ?_
    · intro i hi
      fin_cases i <;> simp at hi ⊢
    · intro i hi
      rw [Finset.mem_singleton.mp hi]
      simp [chain_mulVec]
    · intro c hs
      rw [chain_mulVec]
      simp only [dotProduct, Fin.sum_univ_three]
      rw [hs 1 (by decide), hs 2 (by decide)]
      apply le_of_eq
      simp
      ring
  refine ⟨h, ?_⟩
  have h2 := no_gain_of_uncoupled (k := 2) h (by decide) (by simp [chain]) (by simp [chain])
  rwa [Finset.pair_comm] at h2

/-- In the chain, the basis of orbitals 0 and 1 has lowest energy `e - |a|`. -/
theorem chain_lowest_pair (e a b : ℝ) :
    IsLowestEnergy (chain e a b) {0, 1} (e - |a|) := by
  -- the sign of the coupling decides between the two combinations
  obtain ⟨s, hs1, hsa⟩ : ∃ s : ℝ, s * s = 1 ∧ |a| = s * a := by
    rcases le_total 0 a with ha | ha
    · exact ⟨1, by norm_num, by rw [abs_of_nonneg ha]; ring⟩
    · exact ⟨-1, by norm_num, by rw [abs_of_nonpos ha]; ring⟩
  refine isLowestEnergy_of_bound ⟨![1, -s, 0], fun h => by simpa using congrFun h 0, ?_, ?_⟩ ?_
  · intro i hi
    fin_cases i <;> simp at hi ⊢
  · intro i hi
    rw [chain_mulVec, hsa]
    simp only [Finset.mem_insert, Finset.mem_singleton] at hi
    rcases hi with rfl | rfl
    · change e * 1 + a * (-s) = (e - s * a) * 1
      ring
    · change a * 1 + e * (-s) + b * 0 = (e - s * a) * (-s)
      linear_combination (-a) * hs1
  · intro c hs
    have h2 : c 2 = 0 := hs 2 (by decide)
    have hp : 0 ≤ |a| * (c 0 + s * c 1) ^ 2 := by positivity
    have hq : |a| * (c 0 + s * c 1) ^ 2
        = |a| * (c 0 * c 0 + c 1 * c 1) + 2 * a * c 0 * c 1 := by
      rw [hsa]
      linear_combination (s * a * c 1 ^ 2 + 2 * a * c 0 * c 1) * hs1
    rw [chain_mulVec]
    simp only [dotProduct, Fin.sum_univ_three]
    change _ ≤ c 0 * (e * c 0 + a * c 1) + c 1 * (a * c 0 + e * c 1 + b * c 2)
      + c 2 * (b * c 1 + e * c 2)
    rw [h2]
    linarith

/-- In the chain, the full basis has lowest energy `e - √(a² + b²)`. -/
theorem chain_lowest_full (e a b : ℝ) :
    IsLowestEnergy (chain e a b) Finset.univ (e - √(a ^ 2 + b ^ 2)) := by
  have hr2 : √(a ^ 2 + b ^ 2) ^ 2 = a ^ 2 + b ^ 2 := Real.sq_sqrt (by positivity)
  have hr0 : 0 ≤ √(a ^ 2 + b ^ 2) := Real.sqrt_nonneg _
  generalize √(a ^ 2 + b ^ 2) = r at hr2 hr0 ⊢
  rcases hr0.eq_or_lt with hr | hr
  · -- without any coupling the Hamiltonian is `e` times the identity
    have ha : a = 0 := by rw [← hr] at hr2; nlinarith [sq_nonneg a, sq_nonneg b]
    have hb : b = 0 := by rw [← hr] at hr2; nlinarith [sq_nonneg a, sq_nonneg b]
    subst ha hb
    rw [← hr, sub_zero]
    refine isLowestEnergy_of_bound ⟨![1, 0, 0], fun h => by simpa using congrFun h 0,
      fun i hi => absurd (Finset.mem_univ i) hi, ?_⟩ ?_
    · intro i _
      fin_cases i <;> simp [chain_mulVec]
    · intro c _
      rw [chain_mulVec]
      simp only [dotProduct, Fin.sum_univ_three]
      change _ ≤ c 0 * (e * c 0 + 0 * c 1) + c 1 * (0 * c 0 + e * c 1 + 0 * c 2)
        + c 2 * (0 * c 1 + e * c 2)
      linarith
  · refine isLowestEnergy_of_bound ⟨![a, -r, b], fun h => ?_,
      fun i hi => absurd (Finset.mem_univ i) hi, ?_⟩ ?_
    · have h1 : -r = 0 := congrFun h 1
      linarith
    · intro i _
      rw [chain_mulVec]
      fin_cases i
      · change e * a + a * (-r) = (e - r) * a
        ring
      · change a * a + e * (-r) + b * b = (e - r) * (-r)
        linear_combination -hr2
      · change b * (-r) + e * b = (e - r) * b
        ring
    · intro c _
      rw [chain_mulVec]
      simp only [dotProduct, Fin.sum_univ_three]
      change _ ≤ c 0 * (e * c 0 + a * c 1) + c 1 * (a * c 0 + e * c 1 + b * c 2)
        + c 2 * (b * c 1 + e * c 2)
      -- `r` times the energy above the bound is a sum of two squares
      refine le_of_mul_le_mul_left ?_ hr
      have hsq := add_nonneg (sq_nonneg (r * c 1 + a * c 0 + b * c 2))
        (sq_nonneg (b * c 0 - a * c 2))
      linear_combination hsq - (c 0 ^ 2 + c 2 ^ 2) * hr2

/-- Orbital 2 gives no gain when added to orbital 0 alone, but it lowers the energy of the
basis of orbitals 0 and 1 exactly when its coupling `b` to orbital 1 is nonzero. -/
theorem one_at_a_time_test_fails (e a b : ℝ) {E₀ E₀₂ E₀₁ E₀₁₂ : ℝ}
    (h₀ : IsLowestEnergy (chain e a b) {0} E₀)
    (h₀₂ : IsLowestEnergy (chain e a b) {0, 2} E₀₂)
    (h₀₁ : IsLowestEnergy (chain e a b) {0, 1} E₀₁)
    (h₀₁₂ : IsLowestEnergy (chain e a b) Finset.univ E₀₁₂) :
    E₀₂ = E₀ ∧ (E₀₁₂ < E₀₁ ↔ b ≠ 0) := by
  have e0 : E₀ = e := IsLeast.unique h₀ (chain_lowest_without_middle e a b).1
  have e2 : E₀₂ = e := IsLeast.unique h₀₂ (chain_lowest_without_middle e a b).2
  have e1 : E₀₁ = e - |a| := IsLeast.unique h₀₁ (chain_lowest_pair e a b)
  have e3 : E₀₁₂ = e - √(a ^ 2 + b ^ 2) := IsLeast.unique h₀₁₂ (chain_lowest_full e a b)
  refine ⟨e2.trans e0.symm, ?_⟩
  rw [e1, e3]
  constructor
  · intro h hb
    rw [hb, show a ^ 2 + (0 : ℝ) ^ 2 = a ^ 2 by ring, Real.sqrt_sq_eq_abs] at h
    exact lt_irrefl _ h
  · intro hb
    have hb2 : 0 < b ^ 2 := by positivity
    have h : |a| < √(a ^ 2 + b ^ 2) :=
      Real.lt_sqrt_of_sq_lt (by rw [sq_abs]; linarith)
    linarith

/-- For the chain with zero on-site energies and unit couplings, the lowest energies in the
bases {0}, {0, 2}, {0, 1} and {0, 1, 2} are 0, 0, -1 and -√2. -/
theorem unit_chain_energies :
    IsLowestEnergy !![0, 1, 0; 1, 0, 1; 0, 1, 0] ({0} : Finset (Fin 3)) 0 ∧
    IsLowestEnergy !![0, 1, 0; 1, 0, 1; 0, 1, 0] ({0, 2} : Finset (Fin 3)) 0 ∧
    IsLowestEnergy !![0, 1, 0; 1, 0, 1; 0, 1, 0] ({0, 1} : Finset (Fin 3)) (-1) ∧
    IsLowestEnergy !![0, 1, 0; 1, 0, 1; 0, 1, 0] (Finset.univ : Finset (Fin 3)) (-√2) := by
  have h1 := chain_lowest_pair 0 1 1
  have h2 := chain_lowest_full 0 1 1
  rw [abs_one, zero_sub] at h1
  rw [show (1 : ℝ) ^ 2 + 1 ^ 2 = 2 by norm_num, zero_sub] at h2
  exact ⟨(chain_lowest_without_middle 0 1 1).1, (chain_lowest_without_middle 0 1 1).2, h1, h2⟩

/-- The missed gain can have any size `G ≥ 0`: with zero on-site energies and couplings 1 and
`√(G² + 2G)`, orbital 2 gains nothing beside orbital 0 alone, but adding it to orbitals 0 and 1
takes the lowest energy from -1 to -1 - `G`. -/
theorem missed_gain_arbitrary (G : ℝ) (hG : 0 ≤ G) :
    IsLowestEnergy (chain 0 1 √(G ^ 2 + 2 * G)) {0} 0 ∧
    IsLowestEnergy (chain 0 1 √(G ^ 2 + 2 * G)) {0, 2} 0 ∧
    IsLowestEnergy (chain 0 1 √(G ^ 2 + 2 * G)) {0, 1} (-1) ∧
    IsLowestEnergy (chain 0 1 √(G ^ 2 + 2 * G)) Finset.univ (-1 - G) := by
  have h1 := chain_lowest_pair 0 1 √(G ^ 2 + 2 * G)
  have h2 := chain_lowest_full 0 1 √(G ^ 2 + 2 * G)
  have key : (0 : ℝ) - √(1 ^ 2 + √(G ^ 2 + 2 * G) ^ 2) = -1 - G := by
    rw [Real.sq_sqrt (by positivity), show 1 ^ 2 + (G ^ 2 + 2 * G) = (1 + G) ^ 2 by ring,
      Real.sqrt_sq (by positivity)]
    ring
  rw [abs_one, zero_sub] at h1
  rw [key] at h2
  exact ⟨(chain_lowest_without_middle 0 1 _).1, (chain_lowest_without_middle 0 1 _).2, h1, h2⟩

end LocalOrbitalConvergence
```

```lean
#print axioms LocalOrbitalConvergence.one_at_a_time_test_fails
-- 'LocalOrbitalConvergence.one_at_a_time_test_fails' depends on axioms: [propext, Classical.choice, Quot.sound]
#print axioms LocalOrbitalConvergence.unit_chain_energies
-- 'LocalOrbitalConvergence.unit_chain_energies' depends on axioms: [propext, Classical.choice, Quot.sound]
#print axioms LocalOrbitalConvergence.missed_gain_arbitrary
-- 'LocalOrbitalConvergence.missed_gain_arbitrary' depends on axioms: [propext, Classical.choice, Quot.sound]
```

### From the hand calculation to the proof

`isLowestEnergy_of_bound` is the criterion used throughout. Its step `h1` is the identity $c\cdot Hc=x\,c\cdot c$, checked term by term: inside `S` the eigenvalue equation applies, and outside `S` the coefficient is zero. `hpos` supplies $c\cdot c>0$, and the last line cancels that factor.

`no_gain_of_uncoupled` first shows in `hrow` that row `k` contains only the on-site term. The old lowest state therefore still solves the enlarged problem. For any other solution `d`, the proof splits on `d k = 0`, just as the calculation for orbitals 0 and 2 splits on $c_2$. If the coefficient is zero, `d` already solves the old problem; if not, its eigenvalue is `H k k`.

`chain_mulVec` writes out $Hc$. `chain_lowest_without_middle` applies the criterion to orbital 0 and then uses `no_gain_of_uncoupled` to add orbital 2. `chain_lowest_pair` obtains the sign `s`, supplies the unnormalised vector `![1, -s, 0]`, and proves the bound from the square in `hp` and its expansion in `hq`.

`chain_lowest_full` replaces the square root by a number `r` that is known only to be nonnegative and to have square $a^2+b^2$. It treats `r = 0` separately. For positive `r` it uses `![a, -r, b]`, multiplies the desired inequality by `r`, and closes it with `linear_combination` from the two squares in `hsq`.

In `one_at_a_time_test_fails`, `IsLeast.unique` identifies the four given numbers with the explicit energies. What remains is to compare $|a|$ with $\sqrt{a^2+b^2}$: they are equal for $b=0$, and the root is larger otherwise. The last two theorems insert particular couplings and simplify the square roots.
